# Conservation of enthalpy plus piston energy in Andersen's constant-pressure equations

Finitely many classical particles, labelled by $i$, have positions $x_i$ and momenta $p_i$ in $\mathbb{R}^d$. The finite type `ι` holds the labels, and a `Config` gives one vector per particle.

In Lean 4 with Mathlib:

```lean
import Mathlib

open Finset

namespace AndersenBarostat

noncomputable section

/-- A configuration assigns a vector in `d`-dimensional space to each particle. -/
abbrev Config (ι : Type*) (d : ℕ) := ι → EuclideanSpace ℝ (Fin d)
```

The masses $m_i>0$ may differ, and $d\ge 1$. The potential energy $U$ depends on positions alone. The constant $P_0$ is the external pressure, of either sign here, and $W>0$ is the inertia with which the volume responds to a pressure imbalance. It is called the mass of the piston, but $WV'^2$ is an energy, so for $d=3$ the unit of $W$ is mass over length to the fourth power.

```lean
/-- Particles with masses and a potential energy `U`, coupled to a piston of mass `W`
under the external pressure `P₀`. -/
structure BarostatSystem (ι : Type*) (d : ℕ) where
  mass : ι → ℝ
  U : Config ι d → ℝ
  W : ℝ
  P₀ : ℝ
  dim_pos : 0 < d
  mass_pos : ∀ i, 0 < mass i
  W_pos : 0 < W
```

A trajectory records $x$, $p$, the forces $F$, the volume $V$ and its two rates as separate functions of time. The equations of motion will tie them together.

```lean
/-- Positions, momenta, forces, volume, and the two rates `V'` and `V''`, as functions of time. -/
structure Trajectory (ι : Type*) (d : ℕ) where
  x : ℝ → Config ι d
  p : ℝ → Config ι d
  F : ℝ → Config ι d
  V : ℝ → ℝ
  V' : ℝ → ℝ
  V'' : ℝ → ℝ
```

The force is minus the gradient of $U$: for every displacement $y$, $dU_x(y)=-\sum_i\langle F_i,y_i\rangle$. Differentiability is required only at the configuration in question.

```lean
variable {ι : Type*} [Fintype ι] {d : ℕ}

/-- `F` is minus the gradient of `U` at the configuration `x`. -/
def IsForceAt (U : Config ι d → ℝ) (F x : Config ι d) : Prop :=
  DifferentiableAt ℝ U x ∧ ∀ y, fderiv ℝ U x y = -∑ i, inner ℝ (F i) (y i)
```

If a box of side $V^{1/d}$ dilates uniformly, lengths grow at the relative rate $e=V'/(dV)$.

```lean
/-- The strain rate `e = V' / (d V)`, for `d > 0` and `V > 0`. -/
def strainRate (T : Trajectory ι d) (t : ℝ) : ℝ := T.V' t / (d * T.V t)
```

The kinetic energy, virial and instantaneous pressure are

$$K=\sum_i\frac{\|p_i\|^2}{2m_i},\qquad \Xi=\sum_i\langle x_i,F_i\rangle,\qquad P=\frac{2K+\Xi}{dV}.$$

```lean
/-- The kinetic energy of the particles, for nonzero masses. -/
def kinetic (S : BarostatSystem ι d) (T : Trajectory ι d) (t : ℝ) : ℝ :=
  ∑ i, ‖T.p t i‖ ^ 2 / (2 * S.mass i)

/-- The virial, the sum of `⟨x, F⟩` over the particles. -/
def virial (T : Trajectory ι d) (t : ℝ) : ℝ := ∑ i, inner ℝ (T.x t i) (T.F t i)

/-- The instantaneous pressure `(2 K + virial) / (d V)`, for `d > 0` and `V > 0`. -/
def pressure (S : BarostatSystem ι d) (T : Trajectory ι d) (t : ℝ) : ℝ :=
  (2 * kinetic S T t + virial T t) / (d * T.V t)
```

## The equations of motion and the enthalpy

At time $t$ a solution has $V>0$ and satisfies

$$x_i'=\frac{p_i}{m_i}+e\,x_i,\qquad p_i'=F_i-e\,p_i,\qquad WV''=P-P_0.$$

Thus $p_i/m_i$ is the velocity relative to the uniform dilation, and $K$ leaves out the dilation velocity $e\,x_i$. The fields `vol_rate` and `vol_acc` make `V'` and `V''` true derivatives. A potential with explicit volume dependence, as periodic images can produce, would need a further term in $P$ and is not covered.

```lean
/-- The trajectory has positive volume and obeys Andersen's equations at time `t`. -/
structure IsSolutionAt (S : BarostatSystem ι d) (T : Trajectory ι d) (t : ℝ) : Prop where
  vol_pos : 0 < T.V t
  force : IsForceAt S.U (T.F t) (T.x t)
  pos_eq : ∀ i, HasDerivAt (fun s => T.x s i)
    ((S.mass i)⁻¹ • T.p t i + strainRate T t • T.x t i) t
  mom_eq : ∀ i, HasDerivAt (fun s => T.p s i) (T.F t i - strainRate T t • T.p t i) t
  vol_rate : HasDerivAt T.V (T.V' t) t
  vol_acc : HasDerivAt T.V' (T.V'' t) t
  piston : S.W * T.V'' t = pressure S T t - S.P₀
```

The usual enthalpy $K+U+P_0V$ varies whenever $V'^2$ does. The name is used here for the sum that also includes the kinetic energy of the piston:

$$H=K+U+P_0V+\tfrac12 WV'^2.$$

```lean
/-- The enthalpy of particles and piston, `K + U + P₀ V + W V'² / 2`. -/
def enthalpy (S : BarostatSystem ι d) (T : Trajectory ι d) (t : ℝ) : ℝ :=
  kinetic S T t + S.U (T.x t) + S.P₀ * T.V t + S.W * T.V' t ^ 2 / 2
```

## Energy balance at one instant

Since $V'=dVe$ and $P\,dV=2K+\Xi$, where $dV$ is the product of dimension and volume, the pressure work is

$$PV'=e(2K+\Xi).$$

The proof clears the two denominators, using $d\neq0$ and $V\neq0$, and combines the results.

```lean
variable {S : BarostatSystem ι d} {T : Trajectory ι d} {t : ℝ}

/-- The pressure times the rate of volume change is the strain rate times `2 K + virial`. -/
theorem pressure_work (h : IsSolutionAt S T t) :
    pressure S T t * T.V' t = strainRate T t * (2 * kinetic S T t + virial T t) := by
  have hd : (d : ℝ) ≠ 0 := Nat.cast_ne_zero.2 S.dim_pos.ne'
  have hV : T.V t ≠ 0 := h.vol_pos.ne'
  have h1 : T.V' t = d * T.V t * strainRate T t := by
    unfold strainRate
    field_simp
  have h2 : pressure S T t * (d * T.V t) = 2 * kinetic S T t + virial T t := by
    unfold pressure
    field_simp
  linear_combination pressure S T t * h1 + strainRate T t * h2
```

For each particle,

$$\frac{d}{dt}\frac{\|p_i\|^2}{2m_i}=\frac{\langle p_i,F_i-e\,p_i\rangle}{m_i}=\frac{\langle p_i,F_i\rangle}{m_i}-2e\,\frac{\|p_i\|^2}{2m_i}.$$

Summing gives $K'=\sum_i\langle p_i,F_i\rangle/m_i-2eK$. In the code, `hi` is the one-particle formula and `hs` the sum.

```lean
/-- The kinetic energy changes at the rate `∑ ⟨p, F⟩ / m - 2 e K`. -/
theorem hasDerivAt_kinetic (h : IsSolutionAt S T t) :
    HasDerivAt (fun s => kinetic S T s)
      (∑ i, inner ℝ (T.p t i) (T.F t i) / S.mass i
        - 2 * strainRate T t * kinetic S T t) t := by
  have hi : ∀ i ∈ (univ : Finset ι),
      HasDerivAt (fun s => ‖T.p s i‖ ^ 2 / (2 * S.mass i))
        (inner ℝ (T.p t i) (T.F t i) / S.mass i
          - 2 * strainRate T t * (‖T.p t i‖ ^ 2 / (2 * S.mass i))) t := by
    intro i _
    have h1 := ((h.mom_eq i).norm_sq).div_const (2 * S.mass i)
    refine h1.congr_deriv ?_
    show 2 * inner ℝ (T.p t i) (T.F t i - strainRate T t • T.p t i) / (2 * S.mass i) = _
    rw [inner_sub_right, real_inner_smul_right, real_inner_self_eq_norm_sq]
    ring
  have hs := HasDerivAt.fun_sum hi
  refine hs.congr_deriv ?_
  rw [Finset.sum_sub_distrib, ← Finset.mul_sum]
  rfl
```

By the chain rule,

$$\frac{d}{dt}U(x)=-\sum_i\Big\langle F_i,\frac{p_i}{m_i}+e\,x_i\Big\rangle=-\sum_i\frac{\langle p_i,F_i\rangle}{m_i}-e\,\Xi.$$

Here `hi` expands the inner product, and `h.force.2` supplies the gradient.

```lean
/-- The potential energy changes at the rate `-∑ ⟨p, F⟩ / m` minus `e` times the virial. -/
theorem hasDerivAt_potential (h : IsSolutionAt S T t) :
    HasDerivAt (fun s => S.U (T.x s))
      (-∑ i, inner ℝ (T.p t i) (T.F t i) / S.mass i - strainRate T t * virial T t) t := by
  have hx := hasDerivAt_pi.2 h.pos_eq
  have hU := h.force.1.hasFDerivAt.comp_hasDerivAt t hx
  refine hU.congr_deriv ?_
  have hi : ∀ i, inner ℝ (T.F t i) ((S.mass i)⁻¹ • T.p t i + strainRate T t • T.x t i)
      = inner ℝ (T.p t i) (T.F t i) / S.mass i
        + strainRate T t * inner ℝ (T.x t i) (T.F t i) := by
    intro i
    rw [inner_add_right, real_inner_smul_right, real_inner_smul_right,
      real_inner_comm (T.p t i) (T.F t i), real_inner_comm (T.x t i) (T.F t i)]
    ring
  rw [h.force.2]
  simp only [hi, Finset.sum_add_distrib, virial, Finset.mul_sum]
  ring
```

The sum $\sum_i\langle p_i,F_i\rangle/m_i$ cancels between $K'$ and $U'$, leaving

$$H'=-e(2K+\Xi)+P_0V'+WV'V''=-PV'+P_0V'+(P-P_0)V'=0.$$

The final `linear_combination` is this line: the piston equation times $V'$, plus the pressure work.

```lean
/-- The enthalpy has zero time derivative wherever Andersen's equations hold. -/
theorem hasDerivAt_enthalpy (h : IsSolutionAt S T t) :
    HasDerivAt (enthalpy S T) 0 t := by
  have hq : HasDerivAt (fun s => T.V' s ^ 2) (2 * T.V' t * T.V'' t) t :=
    (h.vol_acc.fun_pow 2).congr_deriv (by norm_num)
  have hs := (((hasDerivAt_kinetic h).fun_add (hasDerivAt_potential h)).fun_add
    (h.vol_rate.const_mul S.P₀)).fun_add ((hq.const_mul S.W).div_const 2)
  refine hs.congr_deriv ?_
  -- the piston equation turns the remaining terms into the pressure work
  linear_combination T.V' t * h.piston + pressure_work h
```

A simulation code can log $H$ at every step. By the same algebra, an error $\delta P$ in the pressure that drives the piston makes $H$ change at the rate $\delta P\,V'$, so a faulty virial generally makes $H$ vary. The variation need not be a steady drift: a constant $\delta P$ changes $H$ only by $\delta P$ times the change in volume. A finite time step also causes deviations, because the conservation law concerns exact solutions in continuous time.

## Constancy on a time interval

Let the equations hold at every time in an interval $I$, bounded or not. Then $H(b)=H(a)$ for all $a,b\in I$. The mean value inequality with derivative bound $0$ gives $|H(b)-H(a)|\le 0\cdot|b-a|$. Derivatives are two-sided, even at an endpoint belonging to $I$.

```lean
/-- Along a solution of Andersen's equations on a time interval, the enthalpy is constant. -/
theorem enthalpy_conserved {I : Set ℝ} (hI : Convex ℝ I)
    (h : ∀ t ∈ I, IsSolutionAt S T t) {a b : ℝ} (ha : a ∈ I) (hb : b ∈ I) :
    enthalpy S T b = enthalpy S T a := by
  have key := Convex.norm_image_sub_le_of_norm_hasDerivWithin_le
    (f := enthalpy S T) (f' := fun _ => 0) (C := 0)
    (fun t ht => (hasDerivAt_enthalpy (h t ht)).hasDerivWithinAt)
    (fun _ _ => by simp) hI ha hb
  rw [zero_mul] at key
  exact sub_eq_zero.1 (norm_le_zero_iff.1 key)
```

## Bounds on volume and piston motion

Positive masses give $K\ge0$.

```lean
/-- The kinetic energy is nonnegative. -/
theorem kinetic_nonneg (S : BarostatSystem ι d) (T : Trajectory ι d) (t : ℝ) :
    0 ≤ kinetic S T t :=
  Finset.sum_nonneg fun i _ => div_nonneg (sq_nonneg _) (by linarith [S.mass_pos i])
```

Suppose $U\ge u$ everywhere. If $P_0>0$, dropping $K$ and the piston energy from $H(b)=H(a)$ leaves $u+P_0V(b)\le H(a)$.

```lean
/-- If `U ≥ u` and `P₀ > 0`, the volume never exceeds `(H - u) / P₀`, with `H` the enthalpy
at any chosen time of the interval. -/
theorem volume_le {I : Set ℝ} (hI : Convex ℝ I) (h : ∀ t ∈ I, IsSolutionAt S T t)
    {a b u : ℝ} (ha : a ∈ I) (hb : b ∈ I) (hP : 0 < S.P₀) (hu : ∀ y, u ≤ S.U y) :
    T.V b ≤ (enthalpy S T a - u) / S.P₀ := by
  rw [le_div_iff₀ hP, ← enthalpy_conserved hI h ha hb]
  have hW : 0 ≤ S.W * T.V' b ^ 2 / 2 := by
    have := S.W_pos
    positivity
  unfold enthalpy
  linarith [kinetic_nonneg S T b, hu (T.x b)]
```

If $P_0\ge0$, dropping $K$ and $P_0V$ instead leaves $\tfrac12WV'(b)^2\le H(a)-u$.

```lean
/-- If `U ≥ u` and `P₀ ≥ 0`, the kinetic energy of the piston never exceeds `H - u`, with `H`
the enthalpy at any chosen time of the interval. -/
theorem piston_energy_le {I : Set ℝ} (hI : Convex ℝ I) (h : ∀ t ∈ I, IsSolutionAt S T t)
    {a b u : ℝ} (ha : a ∈ I) (hb : b ∈ I) (hP : 0 ≤ S.P₀) (hu : ∀ y, u ≤ S.U y) :
    S.W * T.V' b ^ 2 / 2 ≤ enthalpy S T a - u := by
  rw [← enthalpy_conserved hI h ha hb]
  have hV : 0 ≤ S.P₀ * T.V b := mul_nonneg hP (h b hb).vol_pos.le
  unfold enthalpy
  linarith [kinetic_nonneg S T b, hu (T.x b)]
```

## One particle in a uniform field

Take $d=3$, $m=1$, $W=P_0=4$ and a constant force $\tfrac{20}{3}$ along a unit vector, in consistent units.

```lean
/-- The unit vector along the first axis of three-dimensional space. -/
def axis : EuclideanSpace ℝ (Fin 3) := EuclideanSpace.single 0 1

/-- One particle of unit mass in a uniform force field, with `W = P₀ = 4`. -/
def uniformSystem : BarostatSystem (Fin 1) 3 where
  mass := fun _ => 1
  U := fun y => -inner ℝ ((20 / 3 : ℝ) • axis) (y 0)
  W := 4
  P₀ := 4
  dim_pos := by norm_num
  mass_pos := fun _ => one_pos
  W_pos := by norm_num
```

Along that axis let $x=3t^2$ and $p=4t$, with $V=t^2$. This is a check of the equations, not a realistic simulation: nothing confines the particle to the volume, and at $t=1$ it is at distance $3$ from the origin while a cubic box of volume $V$ has side $1$.

```lean
/-- The motion with volume `t²`, position `3 t²` and momentum `4 t` along the first axis. -/
def uniformTrajectory : Trajectory (Fin 1) 3 where
  x := fun t _ => (3 * t ^ 2) • axis
  p := fun t _ => (4 * t) • axis
  F := fun _ _ => (20 / 3 : ℝ) • axis
  V := fun t => t ^ 2
  V' := fun t => 2 * t
  V'' := fun _ => 2
```

For $t>0$, $e=2/(3t)$, and the equations read

$$6t=4t+2t,\qquad 4=\tfrac{20}{3}-\tfrac83,\qquad 4\cdot2=12-4,$$

with $P=(16t^2+20t^2)/(3t^2)=12$. The proof checks these identities field by field; the potential is linear, so its derivative is the map `L` itself.

```lean
/-- The explicit motion in the uniform field solves Andersen's equations at all times `t > 0`. -/
theorem isSolutionAt_witness {t : ℝ} (ht : 0 < t) :
    IsSolutionAt uniformSystem uniformTrajectory t := by
  have he : ‖axis‖ = 1 := by simp [axis]
  have hsq : HasDerivAt (fun s : ℝ => s ^ 2) (2 * t) t := by
    simpa using hasDerivAt_pow 2 t
  have hs : strainRate uniformTrajectory t = 2 / (3 * t) := by
    show 2 * t / (((3 : ℕ) : ℝ) * t ^ 2) = 2 / (3 * t)
    rw [div_eq_div_iff (by positivity) (by positivity)]
    push_cast
    ring
  refine ⟨?_, ?_, ?_, ?_, hsq, ?_, ?_⟩
  · show 0 < t ^ 2
    positivity
  · -- the potential is linear, so it is its own derivative
    let L : Config (Fin 1) 3 →L[ℝ] ℝ := -((innerSL ℝ ((20 / 3 : ℝ) • axis)).comp
      (ContinuousLinearMap.proj (R := ℝ) (φ := fun _ : Fin 1 => EuclideanSpace ℝ (Fin 3)) 0))
    have hL : HasFDerivAt uniformSystem.U L (uniformTrajectory.x t) := L.hasFDerivAt
    refine ⟨hL.differentiableAt, fun y => ?_⟩
    rw [hL.fderiv, Fin.sum_univ_one]
    rfl
  · intro i
    have h1 := (hsq.const_mul 3).smul_const axis
    refine h1.congr_deriv ?_
    have hc : 2 / (3 * t) * (3 * t ^ 2) = 2 * t := by
      rw [div_mul_eq_mul_div, div_eq_iff (by positivity)]
      ring
    rw [hs]
    show (3 * (2 * t)) • axis
      = (1 : ℝ)⁻¹ • ((4 * t) • axis) + (2 / (3 * t)) • ((3 * t ^ 2) • axis)
    rw [smul_smul, smul_smul, ← add_smul, hc]
    congr 1
    ring
  · intro i
    have h1 := ((hasDerivAt_id' t).const_mul 4).smul_const axis
    refine h1.congr_deriv ?_
    have hc : 2 / (3 * t) * (4 * t) = 8 / 3 := by
      rw [div_mul_eq_mul_div, div_eq_div_iff (by positivity) (by norm_num)]
      ring
    rw [hs]
    show (4 * 1 : ℝ) • axis = (20 / 3 : ℝ) • axis - (2 / (3 * t)) • ((4 * t) • axis)
    rw [smul_smul, ← sub_smul, hc]
    congr 1
    norm_num
  · exact ((hasDerivAt_id' t).const_mul (2 : ℝ)).congr_deriv (mul_one (2 : ℝ))
  · have hk : kinetic uniformSystem uniformTrajectory t = 8 * t ^ 2 := by
      unfold kinetic
      rw [Fin.sum_univ_one]
      show ‖(4 * t) • axis‖ ^ 2 / (2 * 1) = 8 * t ^ 2
      rw [norm_smul, he, mul_one, Real.norm_eq_abs, sq_abs]
      ring
    have hv : virial uniformTrajectory t = 20 * t ^ 2 := by
      unfold virial
      rw [Fin.sum_univ_one]
      show inner ℝ ((3 * t ^ 2) • axis) ((20 / 3 : ℝ) • axis) = 20 * t ^ 2
      rw [real_inner_smul_left, real_inner_smul_right, real_inner_self_eq_norm_sq, he]
      ring
    have hp : pressure uniformSystem uniformTrajectory t = 12 := by
      unfold pressure
      rw [hk, hv]
      show (2 * (8 * t ^ 2) + 20 * t ^ 2) / (((3 : ℕ) : ℝ) * t ^ 2) = 12
      rw [div_eq_iff (by positivity)]
      push_cast
      ring
    rw [hp]
    show (4 : ℝ) * 2 = 12 - 4
    norm_num

end

end AndersenBarostat
```

At $t=1$ the terms of $H$ are $8-20+4+8=0$; at $t=2$ they are $32-80+16+32=0$. The volume grows without limit, which is consistent with the bounds above because this $U$ has no lower bound.

```lean
#print axioms AndersenBarostat.enthalpy_conserved
-- 'AndersenBarostat.enthalpy_conserved' depends on axioms: [propext, Classical.choice, Quot.sound]
#print axioms AndersenBarostat.volume_le
-- 'AndersenBarostat.volume_le' depends on axioms: [propext, Classical.choice, Quot.sound]
#print axioms AndersenBarostat.piston_energy_le
-- 'AndersenBarostat.piston_energy_le' depends on axioms: [propext, Classical.choice, Quot.sound]
```
